# A nearest-neighbour Gaussian spin ring of N sites overestimates the local fluctuations of the infinite ring by the relative amount 2/(exp(Nk) − 1), where 1/k is the correlation length in lattice spacings

Take two Gaussian spins on a ring, so that each is the other's left and right neighbour. In units of thermal energy over coupling, the uniform mode has variance \(1/(2\cosh k-2)\) and the alternating mode \(1/(2\cosh k+2)\), where \(k>0\) measures how strongly each spin is pulled back to zero, relative to the coupling. The local fluctuation \(C(0)\) is their average, and the correlation \(C(1)\) between the two spins is half their difference:

\[
C(0)=\frac{\cosh k}{2\sinh^2 k},\qquad C(1)=\frac{1}{2\sinh^2 k}.
\]

These values solve two equations,

\[
2\cosh k\,C(0)-2C(1)=1,\qquad 2\cosh k\,C(1)-2C(0)=0 .
\]

There is a source at the site itself, none at the other site, and the ring closes. The same three facts determine the answer for \(N\) sites. Here \(C(0)=\coth k/(2\sinh k)\), which is larger than the infinite-ring value \(1/(2\sinh k)\) by the factor \(\coth k\).

## Harmonic spins on a periodic ring

The model has real spins \(\varphi_i\) with energy, in units of the coupling,

\[
E=\tfrac12\sum_i\left[(\varphi_{i+1}-\varphi_i)^2+(2\cosh k-2)\,\varphi_i^2\right],\qquad \varphi_{i+N}=\varphi_i .
\]

The constant \(k\) is postulated: it stands for the on-site restoring force relative to the coupling, and its temperature dependence is not derived. Fourier modes decouple. The mode at angle \(q_j=2\pi j/N\) has variance \(1/D_j\) with \(D_j=2\cosh k-2\cos q_j\), in units of thermal energy over coupling. For small \(k\) and \(q\) this is the Ornstein–Zernike form \(1/(k^2+q^2)\). The correlation at distance \(n\), in lattice spacings, is

\[
C_N(n)=\frac1N\sum_{j=0}^{N-1}\frac{\cos(q_jn)}{D_j}.
\]

The file starts from these mode sums. The Gaussian weight and its diagonalisation are physics input and do not appear in it. `localFluctuation k N` is \(C_N(0)\), `correlation k N n` is \(C_N(n)\), and `Finset.range N` runs over \(j=0,\dots,N-1\). With anharmonic terms the modes would couple, and these sums would no longer give the fluctuations.

```lean
import Mathlib

open Filter
open scoped Real Topology

namespace SpinRingCellSize

noncomputable section

/-- Local spin fluctuation of a periodic Gaussian chain of `N` sites: the average over the modes
of the variance `1 / (2 cosh k - 2 cos q)`. The domain is `k ≠ 0`, `N ≥ 1`. -/
def localFluctuation (k : ℝ) (N : ℕ) : ℝ :=
  (∑ j ∈ Finset.range N, 1 / (2 * Real.cosh k - 2 * Real.cos (2 * π * j / N))) / N

/-- Spin correlation at distance `n` on the same ring: the mode variances weighted by
`cos (q n)` and averaged. The domain is `k ≠ 0`, `N ≥ 1`. -/
def correlation (k : ℝ) (N n : ℕ) : ℝ :=
  (∑ j ∈ Finset.range N, Real.cos (2 * π * j * n / N) /
    (2 * Real.cosh k - 2 * Real.cos (2 * π * j / N))) / N

/-- The correlation at distance zero is the local fluctuation. -/
theorem correlation_zero (k : ℝ) (N : ℕ) : correlation k N 0 = localFluctuation k N := by
  simp [correlation, localFluctuation]
```

## Distances strictly between 0 and N

A distance \(0<n<N\) leads to a different site. By hand, put \(z=e^{2\pi i n/N}\). Then \(z\neq1\) but \(z^N=1\), so \((1-z)\sum_{j<N}z^j=1-z^N=0\) and the sum vanishes. Its real part is

\[
\sum_{j=0}^{N-1}\cos(q_jn)=0 .
\]

The proof of `sum_cos` takes the same route. `Complex.isPrimitiveRoot_exp` supplies the root of unity, divisibility excludes \(z=1\), and `mul_neg_geom_sum` is the geometric sum. At \(n=0\) or \(n=N\) every cosine is 1 and the sum is \(N\): these distances lead back to the source.

```lean
/-- The mode phases at a distance `0 < n < N` cancel on the ring. -/
theorem sum_cos {N n : ℕ} (h0 : 0 < n) (hn : n < N) :
    ∑ j ∈ Finset.range N, Real.cos (2 * π * j * n / N) = 0 := by
  have hζ := Complex.isPrimitiveRoot_exp N (by omega)
  have hne : Complex.exp (2 * π * Complex.I / N) ^ n ≠ 1 := fun h =>
    absurd (Nat.le_of_dvd h0 ((hζ.pow_eq_one_iff_dvd n).mp h)) (by omega)
  have h := mul_neg_geom_sum (Complex.exp (2 * π * Complex.I / N) ^ n) N
  rw [← pow_mul, mul_comm n N, pow_mul, hζ.pow_eq_one, one_pow, sub_self] at h
  have hre := congrArg Complex.re ((mul_eq_zero.mp h).resolve_left (sub_ne_zero.mpr hne.symm))
  rw [Complex.re_sum, Complex.zero_re] at hre
  rw [← hre]
  refine Finset.sum_congr rfl fun j _ => ?_
  have e : (Complex.exp (2 * π * Complex.I / N) ^ n) ^ j
      = Complex.exp (((2 * π * j * n / N : ℝ) : ℂ) * Complex.I) := by
    rw [← Complex.exp_nat_mul, ← Complex.exp_nat_mul]
    congr 1
    push_cast
    ring
  rw [e, Complex.exp_ofReal_mul_I_re]
```

## A positive restoring force, k > 0

Physically, \(k>0\) means that a uniform shift of all spins costs energy. By hand it is used to divide by \(D_j\), which is positive because \(\cosh k>1\ge\cos q_j\). From \(\cos(q_j(n+2))+\cos(q_jn)=2\cos q_j\cos(q_j(n+1))\) and \(2\cos q_j=2\cosh k-D_j\), division by \(D_j\) and averaging give

\[
C_N(n+2)+C_N(n)=2\cosh k\,C_N(n+1)-\frac1N\sum_{j=0}^{N-1}\cos(q_j(n+1)).
\]

The last term vanishes for \(n+1<N\), which leaves the lattice equation without source.

In `recurrence`, `hD` is the statement \(D_j\ne0\), `hadd` is the cosine identity, and `ht` is the relation for a single mode. Summing `ht` and applying `sum_cos` finishes the proof. At \(k=0\) the uniform mode has \(D_0=0\): the ring drifts freely and its local fluctuation diverges.

```lean
/-- For `k > 0` the correlation obeys the lattice Ornstein–Zernike equation without source at
every distance `n + 1` strictly between `0` and `N`. -/
theorem recurrence {k : ℝ} (hk : 0 < k) {N n : ℕ} (hn : n + 1 < N) :
    correlation k N (n + 2)
      = 2 * Real.cosh k * correlation k N (n + 1) - correlation k N n := by
  have ht : ∀ j : ℕ, Real.cos (2 * π * j * (n + 2 : ℕ) / N) /
        (2 * Real.cosh k - 2 * Real.cos (2 * π * j / N))
      = 2 * Real.cosh k * (Real.cos (2 * π * j * (n + 1 : ℕ) / N) /
        (2 * Real.cosh k - 2 * Real.cos (2 * π * j / N)))
      - Real.cos (2 * π * j * n / N) / (2 * Real.cosh k - 2 * Real.cos (2 * π * j / N))
      - Real.cos (2 * π * j * (n + 1 : ℕ) / N) := by
    intro j
    have hD : 2 * Real.cosh k - 2 * Real.cos (2 * π * j / N) ≠ 0 := by
      linarith [Real.one_lt_cosh.mpr hk.ne', Real.cos_le_one (2 * π * j / N)]
    have hadd : Real.cos (2 * π * j * (n + 2 : ℕ) / N) + Real.cos (2 * π * j * n / N)
        = 2 * Real.cos (2 * π * j / N) * Real.cos (2 * π * j * (n + 1 : ℕ) / N) := by
      rw [show 2 * π * j * (n + 2 : ℕ) / N = 2 * π * j * (n + 1 : ℕ) / N + 2 * π * j / N by
          push_cast; ring,
        show 2 * π * j * n / N = 2 * π * j * (n + 1 : ℕ) / N - 2 * π * j / N by
          push_cast; ring, Real.cos_add, Real.cos_sub]
      ring
    linear_combination (2 * Real.cosh k - 2 * Real.cos (2 * π * j / N))⁻¹ * hadd
      - Real.cos (2 * π * j * (n + 1 : ℕ) / N) * mul_inv_cancel₀ hD
  unfold correlation
  rw [Finset.sum_congr rfl (fun j _ => ht j), Finset.sum_sub_distrib, Finset.sum_sub_distrib,
    ← Finset.mul_sum, sum_cos (Nat.succ_pos n) hn]
  ring
```

## At least one site, N ≥ 1

There must be a cell to average over. By hand this is used when the identity \(D_j/D_j=1\) is averaged over the modes, which gives the source equation

\[
2\cosh k\,C_N(0)-2C_N(1)=1,\qquad\text{so}\qquad C_N(1)=\cosh k\,C_N(0)-\tfrac12 .
\]

With this first step, the recurrence has the solution

\[
C_N(n)=C_N(0)\cosh(kn)-\frac{\sinh(kn)}{2\sinh k},\qquad 0\le n\le N .
\]

It is correct at \(n=0\) and \(n=1\), and the addition theorems carry it from \(n\) and \(n+1\) to \(n+2\).

In `propagation`, `h1` is the first step, and `hN'`, the statement \(N\neq0\), is what makes the average of the constant \(\tfrac12\) equal to \(\tfrac12\). The induction `h` carries two neighbouring distances at once, since the recurrence needs both. The range `n ≤ N` is sharp: the step from \(n=N\) to \(n=N+1\) passes the source again, and at \(n=N+1\) the true correlation is lower than the formula by 1.

```lean
/-- For `k > 0` and `N ≥ 1` the local fluctuation fixes the correlation at every distance
`n ≤ N`. -/
theorem propagation {k : ℝ} (hk : 0 < k) {N n : ℕ} (hN : 1 ≤ N) (hn : n ≤ N) :
    correlation k N n = correlation k N 0 * Real.cosh (k * n)
      - Real.sinh (k * n) / (2 * Real.sinh k) := by
  have hN' : (N : ℝ) ≠ 0 := by exact_mod_cast (by omega : N ≠ 0)
  have hs := (Real.sinh_pos_iff.mpr hk).ne'
  -- the source at distance zero fixes the first step
  have h1 : correlation k N 1 = Real.cosh k * correlation k N 0 - 1 / 2 := by
    have ht : ∀ j : ℕ, Real.cos (2 * π * j * (1 : ℕ) / N) /
          (2 * Real.cosh k - 2 * Real.cos (2 * π * j / N))
        = Real.cosh k * (Real.cos (2 * π * j * (0 : ℕ) / N) /
          (2 * Real.cosh k - 2 * Real.cos (2 * π * j / N))) - 1 / 2 := by
      intro j
      have hD : 2 * Real.cosh k - 2 * Real.cos (2 * π * j / N) ≠ 0 := by
        linarith [Real.one_lt_cosh.mpr hk.ne', Real.cos_le_one (2 * π * j / N)]
      rw [Nat.cast_one, mul_one, Nat.cast_zero, mul_zero, zero_div, Real.cos_zero]
      linear_combination (-(1 / 2 : ℝ)) * mul_inv_cancel₀ hD
    unfold correlation
    rw [Finset.sum_congr rfl (fun j _ => ht j), Finset.sum_sub_distrib, ← Finset.mul_sum,
      Finset.sum_const, Finset.card_range, nsmul_eq_mul]
    linear_combination (-(1 / 2 : ℝ)) * mul_inv_cancel₀ hN'
  have h : ∀ m : ℕ, m + 1 ≤ N →
      correlation k N m = correlation k N 0 * Real.cosh (k * m)
        - Real.sinh (k * m) / (2 * Real.sinh k) ∧
      correlation k N (m + 1) = correlation k N 0 * Real.cosh (k * (m + 1 : ℕ))
        - Real.sinh (k * (m + 1 : ℕ)) / (2 * Real.sinh k) := by
    intro m
    induction m with
    | zero =>
      intro _
      refine ⟨by simp, ?_⟩
      rw [zero_add, Nat.cast_one, mul_one, h1]
      linear_combination (1 / 2 : ℝ) * mul_inv_cancel₀ hs
    | succ m ih =>
      intro hm
      obtain ⟨a, b⟩ := ih (by omega)
      refine ⟨b, ?_⟩
      rw [show m + 1 + 1 = m + 2 from rfl, recurrence hk (by omega), b, a,
        show k * (m + 2 : ℕ) = k * (m + 1 : ℕ) + k by push_cast; ring,
        show k * (m : ℝ) = k * (m + 1 : ℕ) - k by push_cast; ring,
        Real.cosh_add, Real.cosh_sub, Real.sinh_add, Real.sinh_sub]
      ring
  cases n with
  | zero => simp
  | succ m => exact (h m hn).2
```

Closing the ring fixes the remaining unknown. Since \(\cos(q_jN)=1\), we have \(C_N(N)=C_N(0)\), hence

\[
C_N(0)\,(\cosh Nk-1)=\frac{\sinh Nk}{2\sinh k}.
\]

With \(\cosh Nk-1=2\sinh^2(Nk/2)\) and \(\sinh Nk=2\sinh(Nk/2)\cosh(Nk/2)\),

\[
C_N(0)=\frac{\coth(Nk/2)}{2\sinh k}.
\]

`localFluctuation_eq` states this with coth written as cosh over sinh. In its proof `hper` is the closure, the double-argument formulas rewrite `propagation` at \(n=N\), and a common factor \(2\sinh^2(Nk/2)\) is cancelled.

Without a site the average has no meaning. Lean's division by zero would give it the value 0, and the error formula in `relative_error` below would then read \(-1=0\).

```lean
/-- For `k > 0` and `N ≥ 1` the local fluctuation on the ring is
`coth (N k / 2) / (2 sinh k)`. -/
theorem localFluctuation_eq {k : ℝ} (hk : 0 < k) {N : ℕ} (hN : 1 ≤ N) :
    localFluctuation k N
      = Real.cosh (N * k / 2) / Real.sinh (N * k / 2) / (2 * Real.sinh k) := by
  have hN' : (0 : ℝ) < N := by exact_mod_cast hN
  have hS : Real.sinh (N * k / 2) ≠ 0 := (Real.sinh_pos_iff.mpr (by positivity)).ne'
  -- going once around the ring returns to the starting site
  have hper : correlation k N N = correlation k N 0 := by
    unfold correlation
    congr 1
    refine Finset.sum_congr rfl fun j _ => ?_
    rw [show 2 * π * j * N / N = j * (2 * π) by
      rw [mul_div_cancel_right₀ _ hN'.ne']; ring, Real.cos_nat_mul_two_pi]
    simp
  have h := propagation hk hN le_rfl
  rw [hper, correlation_zero, show k * (N : ℝ) = 2 * (N * k / 2) by ring,
    Real.cosh_two_mul, Real.sinh_two_mul] at h
  refine mul_left_cancel₀ (mul_ne_zero two_ne_zero (pow_ne_zero 2 hS)) ?_
  linear_combination -h - localFluctuation k N * Real.cosh_sq (N * k / 2)
    - 2 * Real.sinh (N * k / 2) * Real.cosh (N * k / 2) / (2 * Real.sinh k)
      * mul_inv_cancel₀ hS
```

## The sign of k and the infinite ring

The closed form is even in \(k\), but the limiting value \(1/(2\sinh k)\) is not. Here \(k>0\) has a second meaning: \(1/k\) is a length. By hand, for \(x>0\),

\[
\coth\frac x2=\frac{e^x+1}{e^x-1}=1+\frac{2}{e^x-1}.
\]

With \(x=Nk\) the last term tends to zero as \(N\) grows, because \(k\) is positive. At fixed \(n\) this gives

\[
C_N(n)\to\frac{\cosh(kn)-\sinh(kn)}{2\sinh k}=\frac{e^{-kn}}{2\sinh k},
\]

so correlations decay with correlation length \(1/k\). For negative \(k\) the stated limit at \(n=0\) would be negative, which an average of positive variances cannot approach.

`coth_half` is the identity. `correlation_tendsto` first shows that \(2/(e^{Nk}-1)\) tends to zero, builds the limit from that, and uses `propagation` for all \(N>n\), which is enough for a limit.

```lean
/-- For `x > 0`, `coth (x / 2)` exceeds one by `2 / (exp x - 1)`. -/
theorem coth_half {x : ℝ} (hx : 0 < x) :
    Real.cosh (x / 2) / Real.sinh (x / 2) = 1 + 2 / (Real.exp x - 1) := by
  have hs : 0 < Real.sinh (x / 2) := Real.sinh_pos_iff.mpr (by positivity)
  have hX : Real.exp x - 1 ≠ 0 := (sub_pos.mpr (Real.one_lt_exp_iff.mpr hx)).ne'
  have he : Real.exp (x / 2) = Real.exp (-(x / 2)) * Real.exp x := by
    rw [← Real.exp_add]
    congr 1
    ring
  have hq : 2 / (Real.exp x - 1) * (Real.exp x - 1) = 2 := div_mul_cancel₀ _ hX
  rw [div_eq_iff hs.ne', Real.cosh_eq, Real.sinh_eq, he]
  linear_combination (-(Real.exp (-(x / 2)) / 2)) * hq

/-- For `k > 0` the correlation at fixed distance `n` tends, as the ring grows, to
`exp (-k n) / (2 sinh k)`, a decay with correlation length `1 / k`. -/
theorem correlation_tendsto {k : ℝ} (hk : 0 < k) (n : ℕ) :
    Tendsto (fun N : ℕ => correlation k N n) atTop
      (𝓝 (Real.exp (-(k * n)) / (2 * Real.sinh k))) := by
  have h1 : Tendsto (fun N : ℕ => Real.exp (N * k) - 1) atTop atTop := by
    simp only [sub_eq_add_neg]
    exact tendsto_atTop_add_const_right atTop (-1)
      (Real.tendsto_exp_atTop.comp (tendsto_natCast_atTop_atTop.atTop_mul_const hk))
  have h2 : Tendsto (fun N : ℕ => 2 / (Real.exp (N * k) - 1)) atTop (𝓝 0) :=
    Tendsto.div_atTop tendsto_const_nhds h1
  have h3 := (((h2.const_add 1).mul_const (Real.cosh (k * n))).sub_const
    (Real.sinh (k * n))).div_const (2 * Real.sinh k)
  rw [add_zero, one_mul, Real.cosh_sub_sinh] at h3
  refine h3.congr' ?_
  filter_upwards [eventually_gt_atTop n] with N hn
  have hN : (0 : ℝ) < N := by exact_mod_cast (Nat.zero_le n).trans_lt hn
  rw [propagation hk (by omega) hn.le, correlation_zero, localFluctuation_eq hk (by omega),
    coth_half (mul_pos hN hk)]
  ring
```

Dividing \(C_N(0)\) by its limit leaves \(\coth(Nk/2)\), so the relative excess is

\[
\frac{C_N(0)-\frac{1}{2\sinh k}}{\frac{1}{2\sinh k}}=\frac{2}{e^{Nk}-1}.
\]

`relative_error` states two things together: that \(1/(2\sinh k)\) is the limit of the local fluctuation, and that the relative excess over it has this value. The first part is `correlation_tendsto` at distance zero; the second combines the closed form with `coth_half`.

The excess is positive on every finite ring. For a ring much shorter than the correlation length, \(Nk\ll1\), it is about \(2/(Nk)\), and the local fluctuation itself is about \(1/(Nk^2)\). That is the contribution of the uniform mode alone: the whole cell fluctuates as one block.

```lean
/-- For `k > 0` and `N ≥ 1` the local fluctuation exceeds its infinite-ring limit
`1 / (2 sinh k)` by the relative amount `2 / (exp (N k) - 1)`. -/
theorem relative_error {k : ℝ} (hk : 0 < k) {N : ℕ} (hN : 1 ≤ N) :
    Tendsto (localFluctuation k) atTop (𝓝 (1 / (2 * Real.sinh k))) ∧
    (localFluctuation k N - 1 / (2 * Real.sinh k)) / (1 / (2 * Real.sinh k))
      = 2 / (Real.exp (N * k) - 1) := by
  constructor
  · have h := correlation_tendsto hk 0
    simp only [correlation_zero, Nat.cast_zero, mul_zero, neg_zero, Real.exp_zero] at h
    exact h
  · have hN' : (0 : ℝ) < N := by exact_mod_cast hN
    have hs : 2 * Real.sinh k ≠ 0 := (mul_pos two_pos (Real.sinh_pos_iff.mpr hk)).ne'
    rw [localFluctuation_eq hk hN, coth_half (mul_pos hN' hk), ← sub_div,
      div_div_div_cancel_right₀ hs]
    ring
```

## A positive tolerance, ε > 0

The tolerance \(\varepsilon\) is the relative error one accepts. By hand, \(\varepsilon>0\) permits the division in

\[
\frac{2}{e^{Nk}-1}\le\varepsilon
\iff 1+\frac2\varepsilon\le e^{Nk}
\iff N\ge\frac1k\log\left(1+\frac2\varepsilon\right).
\]

`cell_size_criterion` is this chain of equivalences. In its proof `hX` gives \(e^{Nk}-1>0\), and `hε` justifies both the logarithm and the multiplication by \(\varepsilon\). A tolerance of zero is met by no finite ring, so there would be no threshold to state.

For simulations in periodic cells this gives a size estimate within a one-dimensional, harmonic, nearest-neighbour model. A cell of one correlation length overestimates the local fluctuation by about 116 %, and an error of at most 1 % takes about 5.3 correlation lengths. Other dimensions, anharmonic terms or longer-ranged couplings need their own estimate.

```lean
/-- For `k > 0`, `N ≥ 1` and a tolerance `ε > 0`, the relative error of the local fluctuation is
at most `ε` exactly when `N` is at least `log (1 + 2 / ε)` times the length `1 / k`. -/
theorem cell_size_criterion {k ε : ℝ} (hk : 0 < k) (hε : 0 < ε) {N : ℕ} (hN : 1 ≤ N) :
    (localFluctuation k N - 1 / (2 * Real.sinh k)) / (1 / (2 * Real.sinh k)) ≤ ε
      ↔ 1 / k * Real.log (1 + 2 / ε) ≤ N := by
  have hN' : (0 : ℝ) < N := by exact_mod_cast hN
  have hX : 0 < Real.exp (N * k) - 1 :=
    sub_pos.mpr (Real.one_lt_exp_iff.mpr (mul_pos hN' hk))
  rw [(relative_error hk hN).2, one_div_mul_eq_div, div_le_iff₀ hk,
    Real.log_le_iff_le_exp (by positivity), ← le_sub_iff_add_le', div_le_iff₀ hX,
    div_le_iff₀ hε, mul_comm]

end

end SpinRingCellSize
```

```lean
#print axioms SpinRingCellSize.relative_error
#print axioms SpinRingCellSize.cell_size_criterion
```

```
'SpinRingCellSize.relative_error' depends on axioms: [propext, Classical.choice, Quot.sound]
'SpinRingCellSize.cell_size_criterion' depends on axioms: [propext, Classical.choice, Quot.sound]
```
